# Nonnegative determinant weights for the half-filled Kane–Mele–Hubbard model with real spin fields

## Accepting a field update

In determinant quantum Monte Carlo with Metropolis updates, a proposed change of the auxiliary field is accepted or rejected according to a ratio of weights. This treats the weight as an unnormalised probability, so it must be real and nonnegative. For the Kane–Mele–Hubbard model without Rashba coupling or staggered potential, on a finite cluster at half filling and with a real field coupled to the $z$ component of the spin density, the product of the two spin determinants has this property in every field configuration, and the simulation has no sign problem.

## Hopping, fields and weight

Let $S$ be the real symmetric hopping between opposite sublattices and $L$ the real antisymmetric spin-orbit matrix within each sublattice, both with the time step absorbed. Let $D$ be the diagonal matrix of sublattice signs $\pm1$. Then $D^2=1$, $DSD=-S$ and $DLD=L$. For spin $\sigma=\pm1$ (up, down) and real diagonal fields $V_1,\dots,V_N$, set

$$K_\sigma=S+i\sigma L,\qquad M_{\sigma,m}=e^{-K_\sigma}e^{\sigma V_m},\qquad B_\sigma=M_{\sigma,1}\cdots M_{\sigma,N}.$$

With $\Phi=\sum_m\operatorname{tr}V_m$, the result is

$$\det(1+B_\uparrow)\det(1+B_\downarrow)=|\det(1+B_\uparrow)|^2\,e^{-\Phi}.$$

## Spin down as the inverse adjoint of spin up

The symmetries of $S$ and $L$ give

$$K_\sigma^\dagger=K_\sigma,\qquad K_\sigma^T=K_{-\sigma},\qquad DK_\sigma D=-K_{-\sigma}.$$

Since $D^2=1$, conjugation by $D$ passes through products and exponentials, and it leaves $V_m$ unchanged. Hence $DM_{-\sigma,m}D=e^{K_\sigma}e^{-\sigma V_m}$, and

$$M_{\sigma,m}^\dagger\,(DM_{-\sigma,m}D)=e^{\sigma V_m}e^{-K_\sigma}e^{K_\sigma}e^{-\sigma V_m}=1.$$

In $B_\sigma^\dagger(DB_{-\sigma}D)$ the adjoint reverses the order of the slices, so the two factors with $m=1$ meet in the middle and cancel, then those with $m=2$, and so on. Therefore $B_\sigma^\dagger(DB_{-\sigma}D)=1$.

## The determinant of the propagator

Put $X=-K_\sigma$, so that $DXD=-X^T$, and let $Y=X/2$. Then

$$\det e^Y=\det(De^YD)=\det e^{-Y^T}=\det e^{-Y}.$$

Since $\det e^Y\det e^{-Y}=1$, it follows that $\det e^X=(\det e^Y)^2=1$. Only the fields contribute, and $\det B_\sigma=e^{\sigma\Phi}$.

Finally,

$$B_\uparrow^\dagger D(1+B_\downarrow)D=B_\uparrow^\dagger+1=(1+B_\uparrow)^\dagger.$$

Taking determinants gives $e^\Phi\det(1+B_\downarrow)=\overline{\det(1+B_\uparrow)}$. Multiplication by $e^{-\Phi}\det(1+B_\uparrow)$ yields the formula.

## The model in Lean

`IsKaneMele d S L` collects the conditions on the sublattice signs `d` and the real matrices. They force the diagonal of $S$ to vanish, which leaves no room for a chemical potential away from half filling or a staggered potential. The sublattices may have different sizes.

The definitions `hopping`, `slice` and `propagator` are $K_\sigma$, $M_{\sigma,m}$ and $B_\sigma$. In Lean, `V` is the list of field vectors, whose first entry gives the leftmost factor, and `totalField V` is $\Phi$. `weight` is a complex number, so `weight_nonneg` states that its imaginary part is zero and its real part nonnegative. It adds that the weight vanishes exactly when the spin-up determinant does.

The file starts from the determinants: the interaction, its decoupling into fields and the fermion trace are not formalised. Every slice has the same hopping, and the two spins do not mix, so Rashba coupling is excluded.

```lean
import Mathlib

open Matrix

namespace KaneMeleHubbard

noncomputable section

variable {n : Type*} [Fintype n] [DecidableEq n]

/-- Symmetries of the Kane-Mele hopping: `S` is real symmetric and connects opposite
sublattices, `L` is real antisymmetric and connects equal sublattices; `d` is the sublattice
sign. -/
structure IsKaneMele (d : n → ℝ) (S L : Matrix n n ℝ) : Prop where
  sign : ∀ i, d i = 1 ∨ d i = -1
  symm : Sᵀ = S
  antisymm : Lᵀ = -L
  stagger_S : diagonal d * S * diagonal d = -S
  stagger_L : diagonal d * L * diagonal d = L

/-- The diagonal matrix of sublattice signs, with complex entries. -/
def stagger (d : n → ℝ) : Matrix n n ℂ := diagonal fun i => (d i : ℂ)

/-- The one-particle hopping matrix `S + iσL` of spin `σ`. -/
def hopping (S L : Matrix n n ℝ) (σ : ℝ) : Matrix n n ℂ :=
  S.map (fun x => (x : ℂ)) + ((σ : ℂ) * Complex.I) • L.map (fun x => (x : ℂ))

/-- One imaginary-time slice `exp(-S - iσL) exp(σV)` in the auxiliary field `V = diag v`. -/
def slice (S L : Matrix n n ℝ) (σ : ℝ) (v : n → ℝ) : Matrix n n ℂ :=
  NormedSpace.exp (-hopping S L σ) *
    NormedSpace.exp (diagonal fun i => ((σ * v i : ℝ) : ℂ))

/-- The ordered product of the time slices of spin `σ`; spin up is `σ = 1`, spin down is
`σ = -1`. -/
def propagator (S L : Matrix n n ℝ) (σ : ℝ) (V : List (n → ℝ)) : Matrix n n ℂ :=
  (V.map (slice S L σ)).prod

/-- The auxiliary field summed over all sites and time slices. -/
def totalField (V : List (n → ℝ)) : ℝ := (V.map fun v => ∑ i, v i).sum

/-- The Monte Carlo weight `det(1 + B_up) det(1 + B_dn)` of a field configuration. -/
def weight (S L : Matrix n n ℝ) (V : List (n → ℝ)) : ℂ :=
  (1 + propagator S L 1 V).det * (1 + propagator S L (-1) V).det

/-- Propagation by `A` is undone by propagation by `-A`. -/
theorem exp_mul_exp_neg (A : Matrix n n ℂ) :
    NormedSpace.exp A * NormedSpace.exp (-A) = 1 := by
  rw [← Matrix.exp_add_of_commute _ _ (Commute.refl A).neg_right, add_neg_cancel,
    NormedSpace.exp_zero]

/-- Conjugation by a matrix that squares to one passes through the exponential. -/
theorem conj_exp {D : Matrix n n ℂ} (hD : D * D = 1) (A : Matrix n n ℂ) :
    D * NormedSpace.exp A * D = NormedSpace.exp (D * A * D) := by
  have hi : D⁻¹ = D := Matrix.inv_eq_right_inv hD
  have h := Matrix.exp_conj D A ⟨⟨D, D, hD, hD⟩, rfl⟩
  rw [hi] at h
  exact h.symm

/-- If `D² = 1` and `D X D = -Xᵀ`, then `exp X` has determinant one. -/
theorem det_exp_eq_one {D X : Matrix n n ℂ} (hD : D * D = 1) (hX : D * X * D = -Xᵀ) :
    (NormedSpace.exp X).det = 1 := by
  -- split the propagation into two equal halves
  obtain ⟨Y, hXY, hY⟩ : ∃ Y : Matrix n n ℂ, X = Y + Y ∧ D * Y * D = -Yᵀ :=
    ⟨(1 / 2 : ℂ) • X, by module, by
      rw [Matrix.mul_smul, Matrix.smul_mul, hX, Matrix.transpose_smul, smul_neg]⟩
  have hd : D.det * D.det = 1 := by rw [← det_mul, hD, det_one]
  -- the symmetry equates the determinants of forward and backward half steps
  have h1 : (NormedSpace.exp Y).det = (NormedSpace.exp (-Y)).det := by
    have h := congrArg Matrix.det (conj_exp hD Y)
    rw [hY, ← Matrix.transpose_neg, Matrix.exp_transpose, det_transpose, det_mul,
      det_mul] at h
    linear_combination h - (NormedSpace.exp Y).det * hd
  have h2 : (NormedSpace.exp Y).det * (NormedSpace.exp (-Y)).det = 1 := by
    rw [← det_mul, exp_mul_exp_neg, det_one]
  rw [hXY, Matrix.exp_add_of_commute _ _ (Commute.refl Y), det_mul]
  linear_combination h2 + (NormedSpace.exp Y).det * h1

/-- For Kane-Mele hopping the sublattice sign squares to one, the hopping matrix is Hermitian,
its transpose reverses the spin, and the sublattice sign reverses both spin and energy. -/
theorem hopping_symmetries {d : n → ℝ} {S L : Matrix n n ℝ} (h : IsKaneMele d S L) (σ : ℝ) :
    stagger d * stagger d = 1 ∧ (hopping S L σ)ᴴ = hopping S L σ ∧
      (hopping S L σ)ᵀ = hopping S L (-σ) ∧
      stagger d * hopping S L σ * stagger d = -hopping S L (-σ) := by
  have hS : ∀ i j, S j i = S i j := fun i j => congrFun (congrFun h.symm i) j
  have hL : ∀ i j, L j i = -L i j := fun i j => congrFun (congrFun h.antisymm i) j
  refine ⟨?_, ?_, ?_, ?_⟩
  · have h1 : (fun i => (d i : ℂ) * (d i : ℂ)) = fun _ => 1 := by
      funext i
      rcases h.sign i with hi | hi <;> simp [hi]
    rw [stagger, diagonal_mul_diagonal, h1, diagonal_one]
  · ext i j
    apply Complex.ext <;> simp [hopping, hS i j, hL i j]
  · ext i j
    apply Complex.ext <;> simp [hopping, hS i j, hL i j]
  · ext i j
    have h1 : d i * S i j * d j = -S i j := by
      simpa only [mul_diagonal, diagonal_mul, Matrix.neg_apply] using
        congrFun (congrFun h.stagger_S i) j
    have h2 : d i * L i j * d j = L i j := by
      simpa only [mul_diagonal, diagonal_mul] using congrFun (congrFun h.stagger_L i) j
    have h1c : (d i : ℂ) * S i j * d j = -S i j := by exact_mod_cast h1
    have h2c : (d i : ℂ) * L i j * d j = L i j := by exact_mod_cast h2
    rw [stagger, mul_diagonal, diagonal_mul]
    simp only [hopping, Matrix.add_apply, Matrix.smul_apply, Matrix.map_apply,
      Matrix.neg_apply, smul_eq_mul,
      Complex.ofReal_neg]
    linear_combination h1c + (σ : ℂ) * Complex.I * h2c

/-- For Kane-Mele hopping, the propagator of spin `-σ`, conjugated by the sublattice sign, is
the inverse of the adjoint of the propagator of spin `σ`. -/
theorem propagator_dual {d : n → ℝ} {S L : Matrix n n ℝ} (h : IsKaneMele d S L) (σ : ℝ)
    (V : List (n → ℝ)) :
    (propagator S L σ V)ᴴ * (stagger d * propagator S L (-σ) V * stagger d) = 1 := by
  obtain ⟨hD, hH, -, -⟩ := hopping_symmetries h σ
  have hK := (hopping_symmetries h (-σ)).2.2.2
  rw [neg_neg] at hK
  have split : ∀ A B : Matrix n n ℂ, stagger d * (A * B) * stagger d =
      stagger d * A * stagger d * (stagger d * B * stagger d) := by
    intro A B
    calc stagger d * (A * B) * stagger d = stagger d * A * 1 * B * stagger d := by
          simp only [mul_one, mul_assoc]
      _ = _ := by rw [← hD]; simp only [mul_assoc]
  -- the statement for a single time slice
  have hs : ∀ v, (slice S L σ v)ᴴ * (stagger d * slice S L (-σ) v * stagger d) = 1 := by
    intro v
    have hE : (diagonal fun i => ((σ * v i : ℝ) : ℂ))ᴴ =
        diagonal fun i => ((σ * v i : ℝ) : ℂ) := by
      rw [diagonal_conjTranspose]
      congr 1
      funext i
      exact Complex.conj_ofReal _
    have hF : stagger d * (diagonal fun i => ((-σ * v i : ℝ) : ℂ)) * stagger d =
        -diagonal fun i => ((σ * v i : ℝ) : ℂ) := by
      have hc : stagger d * (diagonal fun i => ((-σ * v i : ℝ) : ℂ)) =
          (diagonal fun i => ((-σ * v i : ℝ) : ℂ)) * stagger d := by
        rw [stagger, diagonal_mul_diagonal, diagonal_mul_diagonal]
        congr 1
        funext i
        ring
      rw [hc, mul_assoc, hD, mul_one, Matrix.diagonal_neg]
      congr 1
      funext i
      simp
    have hinv := exp_mul_exp_neg (-hopping S L σ)
    rw [neg_neg] at hinv
    rw [slice, slice, split, conj_exp hD, conj_exp hD, hF, mul_neg, neg_mul, hK, neg_neg,
      conjTranspose_mul, ← Matrix.exp_conjTranspose, ← Matrix.exp_conjTranspose, hE,
      conjTranspose_neg, hH, mul_assoc, ← mul_assoc (NormedSpace.exp (-hopping S L σ)),
      hinv, one_mul, exp_mul_exp_neg]
  induction V with
  | nil => simp [propagator, hD]
  | cons v V ih =>
    have hc : ∀ τ, propagator S L τ (v :: V) = slice S L τ v * propagator S L τ V := by
      intro τ
      simp only [propagator, List.map_cons, List.prod_cons]
    rw [hc, hc, split, conjTranspose_mul, mul_assoc, ← mul_assoc (slice S L σ v)ᴴ, hs,
      one_mul, ih]

/-- For Kane-Mele hopping, the determinant of the spin-`σ` propagator is the exponential of
`σ` times the total auxiliary field. -/
theorem det_propagator {d : n → ℝ} {S L : Matrix n n ℝ} (h : IsKaneMele d S L) (σ : ℝ)
    (V : List (n → ℝ)) :
    (propagator S L σ V).det = ((Real.exp (σ * totalField V) : ℝ) : ℂ) := by
  obtain ⟨hD, -, hT, hK⟩ := hopping_symmetries h σ
  -- the hopping factor does not contribute
  have h1 : (NormedSpace.exp (-hopping S L σ)).det = 1 := by
    apply det_exp_eq_one hD
    rw [mul_neg, neg_mul, hK, Matrix.transpose_neg, hT]
  have h2 : ∀ v : n → ℝ, (NormedSpace.exp (diagonal fun i => ((σ * v i : ℝ) : ℂ))).det =
      ((Real.exp (σ * ∑ i, v i) : ℝ) : ℂ) := by
    intro v
    rw [Matrix.exp_diagonal, det_diagonal, Pi.exp_def]
    simp only [← Complex.exp_eq_exp_ℂ]
    rw [← Complex.exp_sum, Finset.mul_sum, Complex.ofReal_exp, Complex.ofReal_sum]
  induction V with
  | nil => simp [propagator, totalField]
  | cons v V ih =>
    have hc : propagator S L σ (v :: V) = slice S L σ v * propagator S L σ V := by
      simp only [propagator, List.map_cons, List.prod_cons]
    have ht : totalField (v :: V) = ∑ i, v i + totalField V := by
      simp only [totalField, List.map_cons, List.sum_cons]
    rw [hc, det_mul, ih, slice, det_mul, h1, h2, ht, mul_add, Real.exp_add,
      Complex.ofReal_mul, one_mul]

/-- For Kane-Mele hopping, the weight is the squared modulus of the spin-up determinant times
the exponential of minus the total auxiliary field. -/
theorem weight_eq {d : n → ℝ} {S L : Matrix n n ℝ} (h : IsKaneMele d S L)
    (V : List (n → ℝ)) :
    weight S L V = ((Complex.normSq (1 + propagator S L 1 V).det *
      Real.exp (-totalField V) : ℝ) : ℂ) := by
  have hD := (hopping_symmetries h 1).1
  have hdual := propagator_dual h 1 V
  have hB := det_propagator h 1 V
  rw [weight]
  generalize propagator S L 1 V = B at *
  generalize propagator S L (-1) V = B' at *
  generalize stagger d = D at *
  -- the adjoint of `B` turns `1 + D B' D` into the adjoint of `1 + B`
  have hs : Bᴴ * (D * (1 + B') * D) = (1 + B)ᴴ := by
    have e : D * (1 + B') * D = 1 + D * B' * D := by rw [mul_add, add_mul, mul_one, hD]
    rw [e, mul_add, mul_one, hdual, conjTranspose_add, conjTranspose_one, add_comm]
  have hd : D.det * D.det = 1 := by rw [← det_mul, hD, det_one]
  have hr : star ((Real.exp (1 * totalField V) : ℝ) : ℂ) =
      ((Real.exp (1 * totalField V) : ℝ) : ℂ) := Complex.conj_ofReal _
  have hdet := congrArg Matrix.det hs
  rw [det_mul, det_mul, det_mul, det_conjTranspose, det_conjTranspose, hB, hr] at hdet
  have he : ((Real.exp (-totalField V) : ℝ) : ℂ) *
      ((Real.exp (1 * totalField V) : ℝ) : ℂ) = 1 := by
    rw [← Complex.ofReal_mul, ← Real.exp_add, one_mul, neg_add_cancel, Real.exp_zero,
      Complex.ofReal_one]
  have hn : (1 + B).det * star (1 + B).det = (Complex.normSq (1 + B).det : ℂ) :=
    Complex.mul_conj _
  rw [Complex.ofReal_mul]
  linear_combination (-(1 + B).det * (1 + B').det * D.det * D.det) * he
    - (1 + B).det * (1 + B').det * hd
    + ((Real.exp (-totalField V) : ℝ) : ℂ) * (1 + B).det * hdet
    + ((Real.exp (-totalField V) : ℝ) : ℂ) * hn

/-- Absence of the sign problem: for Kane-Mele hopping and any real auxiliary fields the weight
is real and nonnegative, and it vanishes exactly when the spin-up determinant does. -/
theorem weight_nonneg {d : n → ℝ} {S L : Matrix n n ℝ} (h : IsKaneMele d S L)
    (V : List (n → ℝ)) :
    (weight S L V).im = 0 ∧ 0 ≤ (weight S L V).re ∧
      (weight S L V = 0 ↔ (1 + propagator S L 1 V).det = 0) := by
  rw [weight_eq h]
  refine ⟨Complex.ofReal_im _, ?_, ?_⟩
  · rw [Complex.ofReal_re]
    exact mul_nonneg (Complex.normSq_nonneg _) (Real.exp_pos _).le
  · rw [Complex.ofReal_eq_zero, mul_eq_zero, Complex.normSq_eq_zero]
    exact or_iff_left (Real.exp_ne_zero _)

/-- Three sites, two on one sublattice and one on the other, with hopping `t` between the
sublattices and spin-orbit amplitude `l` within the first, have the Kane-Mele symmetries. -/
theorem isKaneMele_witness (t l : ℝ) :
    IsKaneMele ![1, 1, -1] !![0, 0, t; 0, 0, t; t, t, 0] !![0, l, 0; -l, 0, 0; 0, 0, 0] where
  sign := by intro i; fin_cases i <;> simp
  symm := by ext i j; fin_cases i <;> fin_cases j <;> simp
  antisymm := by ext i j; fin_cases i <;> fin_cases j <;> simp
  stagger_S := by
    ext i j
    rw [mul_diagonal, diagonal_mul]
    fin_cases i <;> fin_cases j <;> simp
  stagger_L := by
    ext i j
    rw [mul_diagonal, diagonal_mul]
    fin_cases i <;> fin_cases j <;> simp

end

end KaneMeleHubbard
```

```lean
#print axioms KaneMeleHubbard.weight_nonneg
```

```
'KaneMeleHubbard.weight_nonneg' depends on axioms: [propext, Classical.choice, Quot.sound]
```

## From matrix symmetries to the weight

`hopping_symmetries` checks the relations for $D$ and $K_\sigma$ entry by entry. `conj_exp` carries conjugation by $D$ through the exponential, and `exp_mul_exp_neg` supplies the cancellation $e^Ae^{-A}=1$.

In `propagator_dual`, the local statement `split` inserts $D^2=1$ between two factors, and `hs` is the identity for one slice. Induction on the list then removes the innermost pair of slices at each step.

`det_exp_eq_one` is the argument with two half steps. `det_propagator` applies it to the hopping factor, evaluates the diagonal exponential and multiplies the slices by induction.

In `weight_eq`, `generalize` replaces the propagators by arbitrary matrices that keep only the relations already proved. The statement `hs` there is the identity for $(1+B_\uparrow)^\dagger$, and `linear_combination` combines its determinant with $(\det D)^2=1$ and $e^{-\Phi}e^\Phi=1$. `weight_nonneg` reads off the sign and the zeros, because the exponential is positive.

`isKaneMele_witness` verifies the conditions for a three-site cluster with arbitrary real hopping `t` and spin-orbit amplitude `l`.
